# A finite connected graph is bipartite exactly when minus its largest adjacency eigenvalue is also an eigenvalue

## Hopping graph, levels and band top

Let G be a simple graph on a finite set V of sites. Its adjacency matrix A has A_ij = 1 if i and j share a bond, written i ~ j, and A_ij = 0 otherwise. In an orthonormal basis with one orbital per site, a single-particle Hamiltonian with equal on-site energies, the same nonzero real hopping t on every bond and no other hopping is H = tA, with the on-site energy as zero. Levels below are eigenvalues of A, that is, energies in units of t; for negative t, the top of A is the bottom of H.

In Lean, `G.adjMatrix ℝ` is A, a function `V → ℝ` is a list of site amplitudes, `*ᵥ` applies a matrix to a vector, and `⬝ᵥ` is the real scalar product.

```lean
import Mathlib

open Matrix

namespace BandEdgeBipartite

variable {V : Type*} [Fintype V] (G : SimpleGraph V) [DecidableRel G.Adj]
```

A number μ is a level if Ax = μx for some x ≠ 0. Real amplitudes suffice because A is real and symmetric. The vector need not be normalised, and multiplicities are not recorded.

```lean
/-- `μ` is a level of the hopping problem on `G`: the adjacency matrix has a nonzero real
eigenvector with eigenvalue `μ`. -/
def IsLevel (μ : ℝ) : Prop :=
  ∃ x : V → ℝ, x ≠ 0 ∧ G.adjMatrix ℝ *ᵥ x = μ • x
```

The band top r is the greatest level: `IsGreatest` says that r is itself a level and that no level exceeds it.

```lean
/-- `r` is the upper band edge: the largest level of the adjacency matrix. -/
def IsBandTop (r : ℝ) : Prop :=
  IsGreatest {μ | IsLevel G μ} r
```

Such an r exists whenever there is at least one site. Every level is a root of det(μ1 − A), so there are finitely many levels, and the spectral theorem supplies at least one. A finite nonempty set of real numbers has a greatest element. These are the facts `hfin` and `hne` in the proof.

```lean
/-- Every finite nonempty graph has an upper band edge. -/
theorem exists_bandTop [Nonempty V] : ∃ r, IsBandTop G r := by
  classical
  -- levels are roots of the characteristic polynomial, hence finite in number
  have hfin : {μ | IsLevel G μ}.Finite := by
    refine (Polynomial.finite_setOfPred_isRoot
      (G.adjMatrix ℝ).charpoly_monic.ne_zero).subset ?_
    rintro μ ⟨x, hx0, hx⟩
    change Polynomial.eval μ (G.adjMatrix ℝ).charpoly = 0
    rw [Matrix.eval_charpoly, ← Matrix.exists_mulVec_eq_zero_iff]
    refine ⟨x, hx0, ?_⟩
    rw [Matrix.sub_mulVec, hx]
    ext i
    simp [Matrix.scalar_apply]
  -- the spectral theorem supplies at least one level
  have hne : {μ | IsLevel G μ}.Nonempty := by
    have hA : (G.adjMatrix ℝ).IsHermitian := by
      unfold Matrix.IsHermitian
      rw [conjTranspose_eq_transpose_of_trivial, SimpleGraph.transpose_adjMatrix]
    obtain ⟨i⟩ := ‹Nonempty V›
    refine ⟨hA.eigenvalues i, (hA.eigenvectorBasis i).ofLp, fun h0 => ?_,
      hA.mulVec_eigenvectorBasis i⟩
    apply hA.eigenvectorBasis.orthonormal.ne_zero i
    ext j
    exact congrFun h0 j
  obtain ⟨r, hr, hmax⟩ := Set.exists_max_image _ id hfin hne
  exact ⟨r, hr, fun μ hμ => hmax μ hμ⟩
```

## The variational bound and its equality case

Put B = r1 − A. If Bv = βv with v ≠ 0, then Av = (r − β)v, so r − β is a level. Hence r − β ≤ r, which gives β ≥ 0, and B is positive semidefinite:

0 ≤ x·Bx = r x·x − x·Ax.

If equality holds, expand x in orthonormal eigenvectors of B with coefficients c_k. Then Σ_k β_k c_k² = 0 with no negative term, so every β_k c_k vanishes. Therefore Bx = 0, which is Ax = rx.

The Lean proof establishes `hpos` by this eigenvalue argument, then takes both conclusions from Mathlib's results on positive semidefinite matrices.

```lean
variable {G} {r : ℝ}

/-- Variational principle: the quadratic form of the adjacency matrix is at most `r` times the
squared norm, and a vector attaining this bound satisfies the eigenvalue equation at `r`. -/
theorem variational (hr : IsBandTop G r) (x : V → ℝ) :
    x ⬝ᵥ (G.adjMatrix ℝ *ᵥ x) ≤ r * (x ⬝ᵥ x) ∧
      (x ⬝ᵥ (G.adjMatrix ℝ *ᵥ x) = r * (x ⬝ᵥ x) → G.adjMatrix ℝ *ᵥ x = r • x) := by
  classical
  obtain ⟨B, hBdef⟩ : ∃ B : Matrix V V ℝ, B = r • (1 : Matrix V V ℝ) - G.adjMatrix ℝ :=
    ⟨_, rfl⟩
  have hB : B.IsHermitian := by
    unfold Matrix.IsHermitian
    rw [hBdef, conjTranspose_eq_transpose_of_trivial, transpose_sub, transpose_smul,
      transpose_one, SimpleGraph.transpose_adjMatrix]
  have hmul : ∀ y : V → ℝ, B *ᵥ y = r • y - G.adjMatrix ℝ *ᵥ y := by
    intro y
    rw [hBdef, Matrix.sub_mulVec, Matrix.smul_mulVec, Matrix.one_mulVec]
  -- an eigenvalue of `r - A` is `r` minus a level, hence nonnegative
  have hpos : B.PosSemidef := by
    rw [hB.posSemidef_iff_eigenvalues_nonneg]
    intro i
    have h := hB.mulVec_eigenvectorBasis i
    rw [hmul] at h
    have hl : IsLevel G (r - hB.eigenvalues i) := by
      refine ⟨(hB.eigenvectorBasis i).ofLp, fun h0 => ?_, ?_⟩
      · apply hB.eigenvectorBasis.orthonormal.ne_zero i
        ext j
        exact congrFun h0 j
      · funext j
        have hj := congrFun h j
        simp only [Pi.sub_apply, Pi.smul_apply, smul_eq_mul] at hj ⊢
        linarith
    have h2 : r - hB.eigenvalues i ≤ r := hr.2 hl
    change 0 ≤ hB.eigenvalues i
    linarith
  have hq : x ⬝ᵥ (B *ᵥ x) = r * (x ⬝ᵥ x) - x ⬝ᵥ (G.adjMatrix ℝ *ᵥ x) := by
    rw [hmul, dotProduct_sub, dotProduct_smul, smul_eq_mul]
  constructor
  · have h0 := hpos.dotProduct_mulVec_nonneg x
    rw [star_trivial, hq] at h0
    linarith
  · intro he
    have h0 := (hpos.dotProduct_mulVec_zero_iff x).1 (by rw [star_trivial, hq, he, sub_self])
    rw [hmul, sub_eq_zero] at h0
    exact h0.symm
```

## Absolute values bound the spectrum from below

Write |x| for the vector with amplitudes |x_i|. Since −x_i x_j ≤ |x_i||x_j|, summing over neighbours gives

−x·Ax = Σ_i Σ_{j~i} (−x_i x_j) ≤ Σ_i Σ_{j~i} |x_i||x_j| = |x|·A|x|.

The code compares the two double sums term by term.

```lean
/-- Replacing all amplitudes by their absolute values gives a quadratic form at least as large
as minus the original one. -/
theorem neg_form_le_abs (x : V → ℝ) :
    -(x ⬝ᵥ (G.adjMatrix ℝ *ᵥ x)) ≤
      (fun i => |x i|) ⬝ᵥ (G.adjMatrix ℝ *ᵥ fun i => |x i|) := by
  simp only [dotProduct, SimpleGraph.adjMatrix_mulVec_apply, Finset.mul_sum,
    ← Finset.sum_neg_distrib]
  refine Finset.sum_le_sum fun i _ => Finset.sum_le_sum fun j _ => ?_
  rw [← abs_mul]
  exact neg_le_abs _
```

For a level μ with eigenvector x, combine this with the variational bound for |x|, which has the same squared norm as x:

−μ x·x ≤ |x|·A|x| ≤ r x·x.

Since x·x > 0, it follows that μ ≥ −r. This holds for any graph with a band top, connected or not.

```lean
/-- No level lies below `-r`, where `r` is the upper band edge. -/
theorem neg_top_le (hr : IsBandTop G r) {μ : ℝ} (hμ : IsLevel G μ) : -r ≤ μ := by
  obtain ⟨x, hx0, hx⟩ := hμ
  have h1 := neg_form_le_abs (G := G) x
  have h2 := (variational hr (fun i => |x i|)).1
  have hn : (fun i => |x i|) ⬝ᵥ (fun i => |x i|) = x ⬝ᵥ x := by
    simp only [dotProduct, abs_mul_abs_self]
  have hpos : 0 < x ⬝ᵥ x :=
    lt_of_le_of_ne (Finset.sum_nonneg fun i _ => mul_self_nonneg (x i))
      fun h => hx0 (dotProduct_self_eq_zero.1 h.symm)
  rw [hx, dotProduct_smul, smul_eq_mul] at h1
  rw [hn] at h2
  by_contra h
  have h3 := mul_pos (sub_pos.2 (lt_of_not_ge h)) hpos
  nlinarith
```

## A zero amplitude spreads along bonds

Let y ≠ 0 have nonnegative amplitudes and satisfy Ay = ry. If y_a = 0, the equation at site a reads

Σ_{b~a} y_b = r y_a = 0.

All terms are nonnegative, so every neighbour of a also has zero amplitude. Repeating this along walks in a connected graph would give y = 0, a contradiction. Thus every y_i is positive. In the proof, `step` handles one bond and `key` extends it to a walk by induction. The argument does not assume that r is the band top.

```lean
/-- On a connected graph a nonzero eigenvector with nonnegative amplitudes is strictly positive
on every site. -/
theorem pos_of_nonneg (hG : G.Connected) {y : V → ℝ} (hy : ∀ i, 0 ≤ y i) (hy0 : y ≠ 0)
    (hA : G.adjMatrix ℝ *ᵥ y = r • y) (i : V) : 0 < y i := by
  -- a zero amplitude forces zero amplitude on all neighbours
  have step : ∀ a b, G.Adj a b → y a = 0 → y b = 0 := by
    intro a b hab ha
    have h := congrFun hA a
    rw [SimpleGraph.adjMatrix_mulVec_apply, Pi.smul_apply, ha, smul_zero] at h
    exact (Finset.sum_eq_zero_iff_of_nonneg (fun j _ => hy j)).1 h b (by simpa using hab)
  have key : ∀ a b, G.Walk a b → y a = 0 → y b = 0 := by
    intro a b w
    induction w with
    | nil => exact id
    | cons h _ ih => exact fun h0 => ih (step _ _ h h0)
  refine lt_of_le_of_ne (hy i) fun h => hy0 (funext fun j => ?_)
  obtain ⟨w⟩ := hG.preconnected i j
  exact key i j w h.symm
```

## At −r the amplitude changes sign across every bond

Now suppose Ax = −rx with x ≠ 0. The two inequalities become

r x·x = −x·Ax ≤ |x|·A|x| ≤ r x·x,

so |x| attains the variational bound. Therefore A|x| = r|x|, and |x_k| > 0 at every site. Fix a site i and use both eigenvalue equations there:

Σ_{k~i} (|x_i||x_k| + x_i x_k) = |x_i| r|x_i| + x_i(−r x_i) = 0.

No term is negative, so each one vanishes. For every neighbour j of i,

x_i x_j = −|x_i||x_j| < 0.

In Lean, `hyA` is the equation for |x|, `hs` is the vanishing sum, and `ht` extracts the term for the chosen bond.

```lean
/-- On a connected graph, an eigenvector at minus the upper band edge changes sign across
every bond. -/
theorem opposite_signs (hG : G.Connected) (hr : IsBandTop G r) {x : V → ℝ} (hx0 : x ≠ 0)
    (hx : G.adjMatrix ℝ *ᵥ x = (-r) • x) {i j : V} (hij : G.Adj i j) : x i * x j < 0 := by
  -- the absolute values attain the variational bound
  have hyA : (G.adjMatrix ℝ *ᵥ fun i => |x i|) = r • fun i => |x i| := by
    have hv := variational hr (fun i => |x i|)
    refine hv.2 (le_antisymm hv.1 ?_)
    have h1 := neg_form_le_abs (G := G) x
    have hn : (fun i => |x i|) ⬝ᵥ (fun i => |x i|) = x ⬝ᵥ x := by
      simp only [dotProduct, abs_mul_abs_self]
    rw [hx, dotProduct_smul, smul_eq_mul] at h1
    rw [hn]
    linarith
  have hpos : ∀ k, 0 < |x k| := pos_of_nonneg hG (fun k => abs_nonneg (x k))
    (fun h => hx0 (funext fun k => abs_eq_zero.1 (congrFun h k))) hyA
  -- nonnegative bond terms around site `i` add up to zero
  have hn : ∀ k ∈ G.neighborFinset i, 0 ≤ |x i| * |x k| + x i * x k := by
    intro k _
    rw [← abs_mul]
    linarith [neg_le_abs (x i * x k)]
  have hs : ∑ k ∈ G.neighborFinset i, (|x i| * |x k| + x i * x k) = 0 := by
    have h1 := congrFun hyA i
    have h2 := congrFun hx i
    simp only [SimpleGraph.adjMatrix_mulVec_apply, Pi.smul_apply, smul_eq_mul] at h1 h2
    rw [Finset.sum_add_distrib, ← Finset.mul_sum, ← Finset.mul_sum, h1, h2]
    linear_combination r * abs_mul_abs_self (x i)
  have ht : |x i| * |x j| + x i * x j = 0 :=
    (Finset.sum_eq_zero_iff_of_nonneg hn).1 hs j (by simpa using hij)
  linarith [mul_pos (hpos i) (hpos j)]
```

## Sublattice signs pair μ with −μ

Bipartiteness is expressed by `G.Colorable 2`: the sites can be given at most two colours so that bonded sites differ. Given such a colouring, let s_i = 1 on one sublattice and s_i = −1 on the other. Then s_j = −s_i across each bond. If Ax = μx, the vector x′_i = s_i x_i is nonzero and satisfies

(Ax′)_i = Σ_{j~i} s_j x_j = −s_i Σ_{j~i} x_j = −μ s_i x_i = −μ x′_i.

Connectedness is not needed here.

```lean
/-- Pairing: on a bipartite graph the negative of every level is a level. -/
theorem level_neg (hc : G.Colorable 2) {μ : ℝ} (hμ : IsLevel G μ) : IsLevel G (-μ) := by
  obtain ⟨c⟩ := hc
  obtain ⟨x, hx0, hx⟩ := hμ
  -- sublattice signs
  obtain ⟨s, hs0, hs⟩ : ∃ s : V → ℝ, (∀ i, s i ≠ 0) ∧ ∀ i j, G.Adj i j → s j = -s i := by
    have h2 : ∀ a b : Fin 2, a ≠ b →
        (if b = 0 then (1 : ℝ) else -1) = -(if a = 0 then (1 : ℝ) else -1) := by
      intro a b h
      fin_cases a <;> fin_cases b <;> simp_all
    refine ⟨fun i => if c i = 0 then 1 else -1, fun i => ?_, fun i j h => h2 _ _ (c.valid h)⟩
    dsimp only
    split_ifs <;> norm_num
  refine ⟨fun i => s i * x i, fun h => hx0 (funext fun i =>
    (mul_eq_zero.1 (congrFun h i)).resolve_left (hs0 i)), ?_⟩
  funext i
  have h := congrFun hx i
  simp only [SimpleGraph.adjMatrix_mulVec_apply, Pi.smul_apply, smul_eq_mul] at h ⊢
  have h3 : ∑ j ∈ G.neighborFinset i, s j * x j = ∑ j ∈ G.neighborFinset i, -s i * x j :=
    Finset.sum_congr rfl fun j hj => by rw [hs i j (by simpa using hj)]
  rw [h3, ← Finset.mul_sum, h]
  ring
```

## The band edge decides bipartiteness

If G is bipartite, applying the pairing to r makes −r a level. Conversely, if −r is a level of a connected graph, colour each site by the sign of its eigenvector amplitude. Bonded sites have opposite signs, so this is a valid two-colouring. The Lean proof checks the four sign combinations on a bond and rules out the two with equal colours.

The hypothesis `G.Connected` includes the existence of at least one site. No regularity is assumed: sites may have different numbers of neighbours.

```lean
/-- For a finite connected graph with largest adjacency eigenvalue `r`, the number `-r` is also
an eigenvalue if and only if the graph is bipartite. -/
theorem neg_top_isLevel_iff (hG : G.Connected) (hr : IsBandTop G r) :
    IsLevel G (-r) ↔ G.Colorable 2 := by
  refine ⟨?_, fun hc => level_neg hc hr.1⟩
  rintro ⟨x, hx0, hx⟩
  -- colour each site by the sign of its amplitude
  refine ⟨SimpleGraph.Coloring.mk (fun i => if 0 < x i then (0 : Fin 2) else 1) ?_⟩
  intro i j hij heq
  have h := opposite_signs hG hr hx0 hx hij
  by_cases hi : 0 < x i <;> by_cases hj : 0 < x j
  · linarith [mul_pos hi hj]
  · simp [hi, hj] at heq
  · simp [hi, hj] at heq
  · linarith [mul_nonneg_of_nonpos_of_nonpos (not_lt.1 hi) (not_lt.1 hj)]
```

The smallest case is a single site. There A = 0 and r = −r = 0, and the graph is two-colourable with one colour unused. For two bonded sites the levels are 1 and −1, with normalised eigenvectors (1, 1)/√2 and (1, −1)/√2; the second changes sign across the bond. The smallest connected graph that is not bipartite is the triangle, with levels 2, −1, −1, and −2 is absent.

## Consequences for the whole spectrum

Let G be connected. If every level has its negative in the spectrum, then so does r. Conversely, if −r is a level, the graph is bipartite and the pairing applies to every level. Symmetry of the set of levels can therefore be read from its edge.

```lean
/-- On a connected graph the whole set of levels is symmetric about zero if and only if the
negative of the upper band edge is a level. -/
theorem symmetric_iff_edge (hG : G.Connected) (hr : IsBandTop G r) :
    (∀ μ, IsLevel G μ → IsLevel G (-μ)) ↔ IsLevel G (-r) :=
  ⟨fun h => h r hr.1, fun h _ hμ => level_neg ((neg_top_isLevel_iff hG hr).1 h) hμ⟩
```

Since no level lies below −r, failure of bipartiteness means that every level lies strictly above −r.

```lean
/-- A connected graph fails to be bipartite if and only if all its levels lie strictly above
`-r`, where `r` is the upper band edge. -/
theorem not_bipartite_iff (hG : G.Connected) (hr : IsBandTop G r) :
    ¬ G.Colorable 2 ↔ ∀ μ, IsLevel G μ → -r < μ := by
  rw [← neg_top_isLevel_iff hG hr]
  constructor
  · intro h μ hμ
    refine lt_of_le_of_ne (neg_top_le hr hμ) fun he => h ?_
    rw [he]
    exact hμ
  · exact fun h hl => lt_irrefl _ (h _ hl)

end BandEdgeBipartite
```

For a finite, connected, non-interacting tight-binding model with uniform hopping and equal on-site energies, the two extreme eigenvalues of A thus determine whether the sites split into two sublattices joined only by bonds between them. The criterion is an exact equality: computed eigenvalues with an error bound can show that it fails, but agreement within that bound does not by itself prove that it holds.

```lean
#print axioms BandEdgeBipartite.exists_bandTop
#print axioms BandEdgeBipartite.neg_top_isLevel_iff
#print axioms BandEdgeBipartite.symmetric_iff_edge
#print axioms BandEdgeBipartite.not_bipartite_iff
```

```
'BandEdgeBipartite.exists_bandTop' depends on axioms: [propext, Classical.choice, Quot.sound]
'BandEdgeBipartite.neg_top_isLevel_iff' depends on axioms: [propext, Classical.choice, Quot.sound]
'BandEdgeBipartite.symmetric_iff_edge' depends on axioms: [propext, Classical.choice, Quot.sound]
'BandEdgeBipartite.not_bipartite_iff' depends on axioms: [propext, Classical.choice, Quot.sound]
```
